# A phase strictly below every competing mixture in energy can be separated from the other phases by a hyperplane

Finitely many phases have compositions `x i` in a real Hilbert space and real energies `E i`, and every mixture of phases other than `k` with mean composition `x k` is assumed to have mean energy strictly above `E k`. The theorem gives a vector `m` and numbers `c ≤ 0` and `u < 0` such that `⟪m, x i - x k⟫_ℝ + (E i - E k) * c < u` for every other phase `i`. This is a hyperplane in composition-energy space with the other phases strictly on one side and all points at the composition of phase `k`, at or below its energy, on the other; it may be vertical, since `c = 0` is allowed. The attempt puts phase `k` at the origin, shows that the convex hull of the other phases misses the closed downward ray from there, and separates the two sets by the Hahn–Banach theorem. It then writes the composition part of the separating functional as an inner product with `m`.

The first attempt, which Lean rejects:

```lean
import Mathlib

open scoped InnerProductSpace

namespace ExistsSeparatingHyperplane

variable {V ι : Type*} [NormedAddCommGroup V] [InnerProductSpace ℝ V]

variable [Fintype ι]

/-- The phase fractions `w` describe a mixture of phases other than `k` whose mean
composition is that of phase `k`. -/
structure IsCompetingMixture (x : ι → V) (k : ι) (w : ι → ℝ) : Prop where
  nonneg : ∀ i, 0 ≤ w i
  sum_one : ∑ i, w i = 1
  absent : w k = 0
  mean : ∑ i, w i • x i = x k

/-- For finitely many phases with compositions in a real Hilbert space, if every competing mixture
has energy strictly above `E_k`, then a hyperplane, possibly vertical, separates the other phases in
composition-energy space from the points at or below phase `k`. -/
theorem exists_separating_hyperplane [CompleteSpace V] (x : ι → V) (E : ι → ℝ) (k : ι)
    (h : ∀ w, IsCompetingMixture x k w → E k < ∑ i, w i * E i) :
    ∃ (m : V) (c u : ℝ), c ≤ 0 ∧ u < 0 ∧
      ∀ i, i ≠ k → ⟪m, x i - x k⟫_ℝ + (E i - E k) * c < u := by
  classical
  obtain ⟨p, hp⟩ : ∃ p : ι → V × ℝ, ∀ i, p i = (x i - x k, E i - E k) := ⟨_, fun _ => rfl⟩
  -- points of the hull of the other phases are mixtures
  have hT : Convex ℝ {q : V × ℝ | ∃ w : ι → ℝ, (∀ i, 0 ≤ w i) ∧ ∑ i, w i = 1 ∧
      w k = 0 ∧ ∑ i, w i • p i = q} := by
    rintro q ⟨w, w0, w1, wk, wq⟩ r ⟨v, v0, v1, vk, vr⟩ a b ha hb hab
    refine ⟨fun i => a * w i + b * v i,
      fun i => add_nonneg (mul_nonneg ha (w0 i)) (mul_nonneg hb (v0 i)), ?_, ?_, ?_⟩
    · rw [Finset.sum_add_distrib, ← Finset.mul_sum, ← Finset.mul_sum, w1, v1]
      linarith
    · simp only [wk, vk, mul_zero, add_zero]
    · simp only [add_smul, mul_smul, Finset.sum_add_distrib, ← Finset.smul_sum, wq, vr]
  have hpT : p '' {i | i ≠ k} ⊆ {q : V × ℝ | ∃ w : ι → ℝ, (∀ i, 0 ≤ w i) ∧
      ∑ i, w i = 1 ∧ w k = 0 ∧ ∑ i, w i • p i = q} := by
    rintro _ ⟨i, hi, rfl⟩
    refine ⟨fun j => if j = i then 1 else 0, fun j => ?_, by simp,
      if_neg (fun e : k = i => hi e.symm), ?_⟩
    · dsimp only
      split_ifs <;> norm_num
    · simp only [ite_smul, one_smul, zero_smul, Finset.sum_ite_eq', Finset.mem_univ, if_true]
  have hR : Convex ℝ {q : V × ℝ | q.1 = 0 ∧ q.2 ≤ 0} := by
    rintro q ⟨q1, q2⟩ r ⟨r1, r2⟩ a b ha hb _
    refine ⟨by simp [q1, r1], ?_⟩
    simp only [Prod.snd_add, Prod.smul_snd, smul_eq_mul]
    linarith [mul_nonneg ha (neg_nonneg.2 q2), mul_nonneg hb (neg_nonneg.2 r2)]
  have hR1 : IsClosed {q : V × ℝ | q.1 = 0} := isClosed_eq continuous_fst continuous_const
  have hR2 : IsClosed {q : V × ℝ | q.2 ≤ 0} := isClosed_le continuous_snd continuous_const
  have hdis : Disjoint (convexHull ℝ (p '' {i | i ≠ k})) {q : V × ℝ | q.1 = 0 ∧ q.2 ≤ 0} := by
    rw [Set.disjoint_left]
    rintro q hq ⟨h1, h2⟩
    obtain ⟨w, w0, w1, wk, wq⟩ := convexHull_min hpT hT hq
    have e1 := congrArg Prod.fst wq
    have e2 := congrArg Prod.snd wq
    simp only [hp, Prod.fst_sum, Prod.smul_fst, smul_sub, Finset.sum_sub_distrib,
      ← Finset.sum_smul, w1, one_smul, h1] at e1
    simp only [hp, Prod.snd_sum, Prod.smul_snd, smul_eq_mul, mul_sub,
      Finset.sum_sub_distrib, ← Finset.sum_mul, w1, one_mul] at e2
    linarith [h w ⟨w0, w1, wk, sub_eq_zero.1 e1⟩]
  obtain ⟨f, u, v, hfu, huv, hfv⟩ := geometric_hahn_banach_compact_closed
    (convex_convexHull ℝ _) (Set.toFinite (p '' {i | i ≠ k})).isCompact_convexHull
    hR (hR1.inter hR2) hdis
  -- the composition part of the separating functional is an inner product
  obtain ⟨m, hm⟩ : ∃ m : V, ∀ y, ⟪m, y⟫_ℝ = f (y, 0) :=
    ⟨(InnerProductSpace.toDual ℝ V).symm
      (ContinuousLinearMap.comp f (ContinuousLinearMap.inl ℝ V ℝ)), fun y => by
        rw [InnerProductSpace.toDual_symm_apply]
        simp⟩
  have hf : ∀ (y : V) (t : ℝ), f (y, t) = ⟪m, y⟫_ℝ + t * f ((0 : V), (1 : ℝ)) := by
    intro y t
    have e : (y, t) = (y, (0 : ℝ)) + t • ((0 : V), (1 : ℝ)) := Prod.ext (by simp) (by simp)
    rw [e, map_add, map_smul, smul_eq_mul, hm]
  have hv : v < 0 := by
    have := hfv ((0 : V), (0 : ℝ)) ⟨rfl, le_refl (0 : ℝ)⟩
    rw [hf, inner_zero_right] at this
    linarith
  refine ⟨m, f ((0 : V), (1 : ℝ)), u, ?_, huv.trans hv, fun i hik => ?_⟩
  · by_contra hcon
    have hpos := not_le.1 hcon
    have := hfv ((0 : V), v / f ((0 : V), (1 : ℝ))) ⟨rfl, (div_neg_of_neg_of_pos hv hpos).le⟩
    rw [hf, inner_zero_right, div_mul_cancel₀ v hpos.ne'] at this
    linarith
  · have h1 := hfu (p i) (subset_convexHull ℝ _ ⟨i, hik, rfl⟩)
    rwa [hp, hf] at h1

end ExistsSeparatingHyperplane
```

Messages:

```
Main.lean:65:28: error(lean.synthInstanceFailed): failed to synthesize instance of type class
  Field 𝕜✝

Hint: Type class instance resolution failures can be inspected with the `set_option trace.Meta.synthInstance true` command.
```

As a diff, the version that Lean accepts:

```diff
@@ -62,7 +62,9 @@
       Finset.sum_sub_distrib, ← Finset.sum_mul, w1, one_mul] at e2
     linarith [h w ⟨w0, w1, wk, sub_eq_zero.1 e1⟩]
+  have hK : IsCompact (convexHull ℝ (p '' {i | i ≠ k})) :=
+    Set.Finite.isCompact_convexHull (𝕜 := ℝ) (Set.toFinite (p '' {i | i ≠ k}))
+  have hRc : IsClosed {q : V × ℝ | q.1 = 0 ∧ q.2 ≤ 0} := hR1.inter hR2
   obtain ⟨f, u, v, hfu, huv, hfv⟩ := geometric_hahn_banach_compact_closed
-    (convex_convexHull ℝ _) (Set.toFinite (p '' {i | i ≠ k})).isCompact_convexHull
-    hR (hR1.inter hR2) hdis
+    (convex_convexHull ℝ (p '' {i | i ≠ k})) hK hR hRc hdis
   -- the composition part of the separating functional is an inner product
   obtain ⟨m, hm⟩ : ∃ m : V, ∀ y, ⟪m, y⟫_ℝ = f (y, 0) :=
```

Diagnosis. The error is at the argument `(Set.toFinite (p '' {i | i ≠ k})).isCompact_convexHull`, which should show that the hull of the other phases is compact. The lemma `Set.Finite.isCompact_convexHull` works over a scalar field `𝕜`, which it takes as an implicit argument. The finiteness proof it is applied to says nothing about scalars, and Lean looked for a `Field` instance while `𝕜` had not been identified with `ℝ`, so it found none. The mathematics of the step is sound.

The repair proves compactness separately as `hK`, with `(𝕜 := ℝ)` given explicitly, so the instance sought is that of the real numbers. The stated type of `hK` also names the hull over `ℝ`.

The other changes are tidying as far as the message shows: `hRc` gives the closedness of the ray a name and an explicit type, with the same proof `hR1.inter hR2`, and the set in `convex_convexHull` is written out instead of left as `_`.
